# The time-shifted kink a tanh(aκ(t − t₀)) obeys x′ = κ(a² − x²)

The declaration `kink_flow` concerns the kink x(t) = a tanh(aκ(t − t₀)), with κ = √(2g/m), and says that its derivative at every time t is κ(a² − x(t)²), whatever the shift t₀. It is a first-order equation for one explicit real function; no potential or equation of motion appears in the statement. The parameters m, g and a are arbitrary reals, with no positivity assumed, so κ follows Lean's conventions: it is 0 when m = 0 or when 2g/m is negative. The attempt first derives the derivative of tanh from the quotient sinh/cosh, then applies the chain rule to the linear argument, multiplies by a, and leaves the remaining algebra to `ring`.

The first attempt, which Lean rejects:

```lean
import Mathlib

open Filter Topology MeasureTheory

namespace DoubleWellKink

noncomputable section

/-- The constant `κ = √(2g/m)`. -/
def rate (m g : ℝ) : ℝ := Real.sqrt (2 * g / m)

/-- The kink `x(t) = a tanh(a √(2g/m) t)`. -/
def kink (m g a t : ℝ) : ℝ := a * Real.tanh (a * rate m g * t)

/-- Every time-translated kink obeys `x' = κ (a² - x²)`. -/
theorem kink_flow (m g a t₀ t : ℝ) : HasDerivAt (fun t => kink m g a (t - t₀))
    (rate m g * (a ^ 2 - kink m g a (t - t₀) ^ 2)) t := by
  have htanh : ∀ s, HasDerivAt Real.tanh (1 - Real.tanh s ^ 2) s := fun s => by
    have hc := (Real.cosh_pos s).ne'
    have h := (Real.hasDerivAt_sinh s).fun_div (Real.hasDerivAt_cosh s) hc
    rw [← funext Real.tanh_eq_sinh_div_cosh] at h
    refine h.congr_deriv ?_
    rw [Real.tanh_eq_sinh_div_cosh, div_pow, eq_sub_iff_add_eq, ← add_div,
      div_eq_one_iff_eq (pow_ne_zero 2 hc)]
    ring
  have h1 : HasDerivAt (fun t => a * rate m g * (t - t₀)) (a * rate m g) t :=
    (((hasDerivAt_id' t).sub_const t₀).const_mul (a * rate m g)).congr_deriv (by ring)
  have h2 : HasDerivAt (fun t => a * Real.tanh (a * rate m g * (t - t₀)))
      (a * ((1 - Real.tanh (a * rate m g * (t - t₀)) ^ 2) * (a * rate m g))) t :=
    ((htanh (a * rate m g * (t - t₀))).comp t h1).const_mul a
  change HasDerivAt (fun t => a * Real.tanh (a * rate m g * (t - t₀)))
    (rate m g * (a ^ 2 - (a * Real.tanh (a * rate m g * (t - t₀))) ^ 2)) t
  exact h2.congr_deriv (by ring)

end

end DoubleWellKink
```

Messages:

```
Main.lean:30:4: error: Type mismatch
  HasDerivAt.const_mul a (HasDerivAt.comp t ?m.302 h1)
has type
  HasDerivAt (fun y => a * (?m.299 ∘ fun t => a * rate m g * (t - t₀)) y) (a * (?m.301 * (a * rate m g))) t
but is expected to have type
  HasDerivAt (fun t => a * Real.tanh (a * rate m g * (t - t₀)))
    (a * ((1 - Real.tanh (a * rate m g * (t - t₀)) ^ 2) * (a * rate m g))) t
```

What went wrong. The one error is in the proof of `h2`, where the chain rule and the multiplication by `a` are done in a single term. In the type Lean reports, the outer function of the composition is still an unknown, `?m.299`, and so is its derivative, `?m.301`. The proof that should settle them, `htanh …`, is itself still a placeholder, `?m.302`. Lean therefore had to match `a * (?m.299 ∘ …) y` against `a * Real.tanh (…)` without yet knowing that the outer function was `Real.tanh`, and the match failed.

The repair splits the step in two. The new `h3` states the composition outright as `Real.tanh ∘ fun t => …`, together with its derivative, so nothing is left to guess when `HasDerivAt.comp` is applied. Then `h3.const_mul a` has a fully known type, which differs from the goal only in writing the function with `∘`; that unfolds by definition, and `exact` accepts it. Writing `HasDerivAt.comp t …` in place of the dot form is only a change of notation.

The mended proof, as a diff:

```diff
@@ -28,5 +28,9 @@
   have h2 : HasDerivAt (fun t => a * Real.tanh (a * rate m g * (t - t₀)))
       (a * ((1 - Real.tanh (a * rate m g * (t - t₀)) ^ 2) * (a * rate m g))) t :=
-    ((htanh (a * rate m g * (t - t₀))).comp t h1).const_mul a
+    by
+      have h3 : HasDerivAt (Real.tanh ∘ fun t => a * rate m g * (t - t₀))
+          ((1 - Real.tanh (a * rate m g * (t - t₀)) ^ 2) * (a * rate m g)) t :=
+        HasDerivAt.comp t (htanh (a * rate m g * (t - t₀))) h1
+      exact h3.const_mul a
   change HasDerivAt (fun t => a * Real.tanh (a * rate m g * (t - t₀)))
     (rate m g * (a ^ 2 - (a * Real.tanh (a * rate m g * (t - t₀))) ^ 2)) t
```
